# Transmission eigenvalues below 1 are evenly degenerate for a unitary antisymmetric scattering matrix

Suppose a transport calculation for a conductor with spin-orbit coupling between two leads, all time-reversal symmetric, returns the transmission eigenvalue 0.64 once, with no partner. The value lies between 0 and 1, so a check of the range lets it through. A rule for degeneracies exposes the fault: for coherent, non-interacting electrons in finitely many modes, time-reversal symmetry in such a two-lead system gives every eigenvalue T < 1 of t†t an eigenspace of even dimension, where t holds the transmission amplitudes from one lead to the other.

## Time reversal as antisymmetry

Let a and b = S a be the incoming and outgoing amplitudes in flux-normalised modes, with each outgoing mode the time reverse Θφ of an incoming mode φ. Since Θ² = −1 for spin-1/2, time reversal turns (a, b) into (−conj b, conj a). If this is again a scattering state, then

conj a = −S conj b, so conj(S) S = −1.

With current conservation, S†S = 1, this gives Sᵀ = −S. The Lean theorems start from these last two equations, `hU` and `hS`; they do not derive them from a Hamiltonian. The finite types `n` and `m` label left and right modes, whose numbers may differ.

```lean
import Mathlib

open Matrix Module
open scoped ComplexOrder

namespace SpinOrbitScattering

noncomputable section

variable {n m : Type*} [Fintype n] [DecidableEq n] [Fintype m] [DecidableEq m]
```

The eigenspace of a matrix A at a real number c is ker(A − c). If c is not an eigenvalue, its dimension is zero, which is even.

```lean
/-- The space of mode amplitudes `v` with `A v = c v`, that is, the kernel of `A - c`. -/
def channelSpace (A : Matrix n n ℂ) (c : ℝ) : Submodule ℂ (n → ℂ) :=
  LinearMap.ker (A - (c : ℂ) • (1 : Matrix n n ℂ)).mulVecLin
```

For waves arriving from the left, r is the left-to-left block of S.

```lean
/-- The reflection block of a scattering matrix: from left modes back to left modes. -/
def reflection (S : Matrix (n ⊕ m) (n ⊕ m) ℂ) : Matrix n n ℂ := S.toBlocks₁₁
```

The left-to-right block is t.

```lean
/-- The transmission block of a scattering matrix: from left modes to right modes. -/
def transmission (S : Matrix (n ⊕ m) (n ⊕ m) ℂ) : Matrix m n ℂ := S.toBlocks₂₁
```

Membership in the eigenspace is the equation A v = c v.

```lean
lemma mem_channelSpace (A : Matrix n n ℂ) (c : ℝ) (v : n → ℂ) :
    v ∈ channelSpace A c ↔ A *ᵥ v = (c : ℂ) • v := by
  rw [channelSpace, LinearMap.mem_ker, Matrix.mulVecLin_apply, Matrix.sub_mulVec,
    Matrix.smul_mulVec, Matrix.one_mulVec, sub_eq_zero]
```

## A partner for each reflected wave

Let rᵀ = −r. Conjugating r†w gives rᵀ conj(w), hence

r conj(w) = −conj(r†w).

In Lean, `ᴴ` is †, `star` on a vector is entrywise conjugation, and `*ᵥ` applies a matrix to a vector.

```lean
omit [DecidableEq n] in
lemma mulVec_star_of_antisymm {r : Matrix n n ℂ} (hr : rᵀ = -r) (w : n → ℂ) :
    r *ᵥ star w = -star (rᴴ *ᵥ w) := by
  rw [Matrix.star_mulVec, Matrix.conjTranspose_conjTranspose, ← Matrix.mulVec_transpose,
    hr, Matrix.neg_mulVec, neg_neg]
```

Now let r†r v = R v and put u = conj(r v). The identity above gives

r u = −conj(r†r v) = −R conj(v).

The matrix r† is also antisymmetric, so r† conj(v) = −conj(r v) = −u. Therefore

r†r u = −R r† conj(v) = R u,

and u lies in the same eigenspace as v. In the proof, `hr'` is the antisymmetry of r† and `h2` is the formula for r† conj(v).

```lean
/-- For antisymmetric `r`, the complex conjugate of the reflected wave `r v` lies in the
same eigenspace of `r† r` as the incoming wave `v`. -/
theorem conj_reflected_mem {r : Matrix n n ℂ} (hr : rᵀ = -r) {R : ℝ} {v : n → ℂ}
    (hv : v ∈ channelSpace (rᴴ * r) R) :
    star (r *ᵥ v) ∈ channelSpace (rᴴ * r) R := by
  rw [mem_channelSpace, ← Matrix.mulVec_mulVec] at hv ⊢
  have hr' : (rᴴ)ᵀ = -rᴴ := by
    ext i j
    have h : r i j = -r j i := congrFun (congrFun hr j) i
    simp only [Matrix.transpose_apply, Matrix.conjTranspose_apply, Matrix.neg_apply, h, star_neg]
  have h2 : rᴴ *ᵥ star v = -star (r *ᵥ v) := by
    rw [mulVec_star_of_antisymm hr', Matrix.conjTranspose_conjTranspose]
  have h3 : star ((R : ℂ) • v) = (R : ℂ) • star v := by
    ext i
    simp
  rw [mulVec_star_of_antisymm hr, hv, h3, Matrix.mulVec_neg, Matrix.mulVec_smul, h2,
    smul_neg, neg_neg]
```

## Why the dimension is even

For an antisymmetric matrix A of odd size d,

det A = det Aᵀ = det(−A) = (−1)ᵈ det A = −det A,

so det A = 0.

```lean
/-- An antisymmetric complex matrix of odd size has zero determinant. -/
theorem det_eq_zero_of_antisymm {A : Matrix n n ℂ} (hA : Aᵀ = -A)
    (hn : Odd (Fintype.card n)) : A.det = 0 := by
  have h := congrArg Matrix.det hA
  rw [Matrix.det_transpose, Matrix.det_neg, hn.neg_one_pow] at h
  linear_combination h / 2
```

Let R > 0, and suppose the eigenspace of r†r at R has odd dimension d, with basis b₀, …, b_{d−1}. The form B(u, w) = uᵀ r w satisfies B(u, w) = −B(w, u), so the matrix A_ij = B(b_i, b_j) is antisymmetric of odd size. Hence A x = 0 for some x ≠ 0, and v = Σ_j x_j b_j satisfies B(b_i, v) = 0 for every i.

Thus v pairs to zero with the whole eigenspace (`hz`), including u = conj(r v):

0 = B(u, v) = Σ_i |(r v)_i|² = ‖r v‖².

So r v = 0 (`hflux`), and R v = r†r v = 0. Since R > 0, v = 0, which contradicts the independence of the basis.

```lean
/-- For an antisymmetric reflection matrix `r`, every eigenspace of `r† r` with positive
eigenvalue `R` has even dimension. -/
theorem even_finrank_reflection {r : Matrix n n ℂ} (hr : rᵀ = -r) {R : ℝ} (hR : 0 < R) :
    Even (finrank ℂ (channelSpace (rᴴ * r) R)) := by
  by_contra hodd
  rw [Nat.not_even_iff_odd] at hodd
  let b := Module.finBasis ℂ (channelSpace (rᴴ * r) R)
  let B := Matrix.toBilin' r
  have hB : ∀ u w : n → ℂ, B u w = u ⬝ᵥ r *ᵥ w := fun u w => Matrix.toBilin'_apply' r u w
  have hskew : ∀ u w : n → ℂ, B u w = -B w u := by
    intro u w
    rw [hB, hB, Matrix.dotProduct_mulVec, ← Matrix.mulVec_transpose, hr, Matrix.neg_mulVec,
      neg_dotProduct, dotProduct_comm]
  -- the form restricted to the eigenspace is an antisymmetric matrix of odd size
  let A : Matrix (Fin (finrank ℂ (channelSpace (rᴴ * r) R)))
      (Fin (finrank ℂ (channelSpace (rᴴ * r) R))) ℂ :=
    Matrix.of fun i j => B (b i : n → ℂ) (b j : n → ℂ)
  have hA : Aᵀ = -A := by
    ext i j
    exact hskew _ _
  have hdet : A.det = 0 := det_eq_zero_of_antisymm hA (by rwa [Fintype.card_fin])
  obtain ⟨x, hx0, hx⟩ := Matrix.exists_mulVec_eq_zero_iff.2 hdet
  obtain ⟨v, hv⟩ : ∃ v, v = ∑ j, x j • b j := ⟨_, rfl⟩
  have hvc : (v : n → ℂ) = ∑ j, x j • (b j : n → ℂ) := by
    rw [hv]
    simp
  -- `v` pairs to zero with the whole eigenspace
  have hz : (B.flip (v : n → ℂ)).comp (channelSpace (rᴴ * r) R).subtype = 0 := by
    refine b.ext fun i => ?_
    change B (b i : n → ℂ) (v : n → ℂ) = 0
    calc B (b i : n → ℂ) (v : n → ℂ)
        = ∑ j, B (b i : n → ℂ) (b j : n → ℂ) * x j := by
          rw [hvc, map_sum]
          exact Finset.sum_congr rfl fun j _ => by rw [map_smul, smul_eq_mul, mul_comm]
      _ = 0 := congrFun hx i
  -- pairing with the conjugated reflected wave gives the reflected flux
  have hflux : B (star (r *ᵥ (v : n → ℂ))) (v : n → ℂ) = 0 :=
    LinearMap.congr_fun hz ⟨_, conj_reflected_mem hr v.2⟩
  rw [hB, dotProduct_star_self_eq_zero] at hflux
  have hev := (mem_channelSpace _ _ _).1 v.2
  rw [← Matrix.mulVec_mulVec, hflux, Matrix.mulVec_zero] at hev
  have hv0 : (v : n → ℂ) = 0 :=
    (smul_eq_zero.1 hev.symm).resolve_left (Complex.ofReal_ne_zero.2 hR.ne')
  have hsum : ∑ j, x j • b j = 0 := by
    rw [← hv]
    exact Subtype.ext hv0
  exact hx0 (funext (Fintype.linearIndependent_iff.1 b.linearIndependent x hsum))
```

## From reflection to transmission

The left-left block of S†S = 1 reads

r†r + t†t = 1.

The proof compares the two sides entry by entry.

```lean
/-- Flux conservation: for a unitary scattering matrix, `r† r + t† t = 1`. -/
theorem flux_conservation {S : Matrix (n ⊕ m) (n ⊕ m) ℂ} (hU : Sᴴ * S = 1) :
    (reflection S)ᴴ * reflection S + (transmission S)ᴴ * transmission S = 1 := by
  ext i j
  have h := congrFun (congrFun hU (Sum.inl i)) (Sum.inl j)
  simpa [Matrix.mul_apply, Fintype.sum_sum_type, reflection, transmission,
    Matrix.toBlocks₁₁, Matrix.toBlocks₂₁, Matrix.one_apply] using h
```

Consequently t†t v = T v exactly when r†r v = (1 − T) v. The two eigenspaces coincide (`hspace`), and T < 1 makes R = 1 − T positive, so the reflection theorem applies.

```lean
/-- For a unitary antisymmetric scattering matrix, every eigenspace of `t† t` with
transmission eigenvalue `T < 1` has even dimension. -/
theorem even_finrank_transmission {S : Matrix (n ⊕ m) (n ⊕ m) ℂ} (hU : Sᴴ * S = 1)
    (hS : Sᵀ = -S) {T : ℝ} (hT : T < 1) :
    Even (finrank ℂ (channelSpace ((transmission S)ᴴ * transmission S) T)) := by
  have hr : (reflection S)ᵀ = -reflection S := by
    ext i j
    exact congrFun (congrFun hS (Sum.inl i)) (Sum.inl j)
  have hspace : channelSpace ((transmission S)ᴴ * transmission S) T
      = channelSpace ((reflection S)ᴴ * reflection S) (1 - T) := by
    ext v
    rw [mem_channelSpace, mem_channelSpace, eq_sub_of_add_eq' (flux_conservation hU),
      Matrix.sub_mulVec, Matrix.one_mulVec, Complex.ofReal_sub, Complex.ofReal_one]
    constructor <;> intro h <;> linear_combination (norm := module) (-1 : ℂ) • h
  rw [hspace]
  exact even_finrank_reflection hr (sub_pos.2 hT)
```

If the number of left modes is odd, det r = 0 and some v ≠ 0 has r v = 0. Then t†t v = v, so ‖t v‖² = ‖v‖²: this incoming state is perfectly transmitted.

```lean
/-- For a unitary antisymmetric scattering matrix with an odd number of left modes, some
nonzero incoming state satisfies `t† t v = v`. -/
theorem exists_perfect_channel {S : Matrix (n ⊕ m) (n ⊕ m) ℂ} (hU : Sᴴ * S = 1)
    (hS : Sᵀ = -S) (hn : Odd (Fintype.card n)) :
    ∃ v : n → ℂ, v ≠ 0 ∧ ((transmission S)ᴴ * transmission S) *ᵥ v = v := by
  have hr : (reflection S)ᵀ = -reflection S := by
    ext i j
    exact congrFun (congrFun hS (Sum.inl i)) (Sum.inl j)
  obtain ⟨v, hv0, hv⟩ := Matrix.exists_mulVec_eq_zero_iff.2 (det_eq_zero_of_antisymm hr hn)
  refine ⟨v, hv0, ?_⟩
  rw [eq_sub_of_add_eq' (flux_conservation hU), Matrix.sub_mulVec, Matrix.one_mulVec,
    ← Matrix.mulVec_mulVec, hv, Matrix.mulVec_zero, sub_zero]
```

## A barrier and an ideal wire

For a multiple c of the identity, the eigenspace at c is the whole space, with dimension equal to the number of modes.

```lean
lemma finrank_channelSpace_scalar (c : ℝ) :
    finrank ℂ (channelSpace ((c : ℂ) • (1 : Matrix n n ℂ)) c) = Fintype.card n := by
  rw [channelSpace, sub_self, Matrix.mulVecLin_zero, LinearMap.ker_zero, finrank_top,
    Module.finrank_fintype_fun_eq_card]
```

Take a barrier with two modes on each side, whose left-incidence blocks are

r = (3/5) [[0, 1], [−1, 0]], t = −(4/5) · 1.

```lean
/-- A barrier with two modes on each side, which partly reflects and partly transmits. -/
def barrier : Matrix (Fin 2 ⊕ Fin 2) (Fin 2 ⊕ Fin 2) ℂ :=
  Matrix.fromBlocks !![0, 3/5; -3/5, 0] !![4/5, 0; 0, 4/5]
    !![-4/5, 0; 0, -4/5] !![0, -3/5; 3/5, 0]
```

Here t†t = (16/25) · 1, so T = 16/25 is doubly degenerate. Unitarity and antisymmetry are checked entry by entry.

```lean
/-- The barrier is unitary and antisymmetric, and its transmission eigenvalue `16/25` has a
two-dimensional eigenspace. -/
theorem barrier_witness : barrierᴴ * barrier = 1 ∧ barrierᵀ = -barrier ∧
    finrank ℂ (channelSpace ((transmission barrier)ᴴ * transmission barrier) (16/25)) = 2 := by
  -- conjugation fixes the numbers 3, 4 and 5, from which the nonzero entries are built
  have h3 : (starRingEnd ℂ) 3 = 3 := by apply Complex.ext <;> simp
  have h4 : (starRingEnd ℂ) 4 = 4 := by apply Complex.ext <;> simp
  have h5 : (starRingEnd ℂ) 5 = 5 := by apply Complex.ext <;> simp
  refine ⟨?_, ?_, ?_⟩
  · ext i j
    rcases i with i | i <;> rcases j with j | j <;> fin_cases i <;> fin_cases j <;>
      simp [barrier, Matrix.mul_apply, Fintype.sum_sum_type, Fin.sum_univ_two, h3, h4, h5] <;>
      norm_num
  · ext i j
    rcases i with i | i <;> rcases j with j | j <;> fin_cases i <;> fin_cases j <;>
      simp [barrier] <;> norm_num
  · have h : (transmission barrier)ᴴ * transmission barrier
        = ((16/25 : ℝ) : ℂ) • (1 : Matrix (Fin 2) (Fin 2) ℂ) := by
      ext i j
      fin_cases i <;> fin_cases j <;>
        simp [transmission, barrier, Matrix.mul_apply, Fin.sum_univ_two, h4, h5] <;> norm_num
    rw [h, finrank_channelSpace_scalar, Fintype.card_fin]
```

An ordinary spin-1/2 wire with time-reversal symmetry has an even number of incoming modes on each side. An odd number can occur at a single edge of a quantum spin Hall insulator, which in the simplest case carries one mode in each direction. The ideal wire below models such an edge without reflection: r = 0 and t = 1.

```lean
/-- An ideal wire with one mode on each side and no reflection. -/
def idealWire : Matrix (Fin 1 ⊕ Fin 1) (Fin 1 ⊕ Fin 1) ℂ :=
  Matrix.fromBlocks !![0] !![-1] !![1] !![0]
```

It satisfies both conditions on S, yet its eigenspace at T = 1 has dimension one. Even degeneracy can therefore fail at perfect transmission.

```lean
/-- The ideal wire is unitary and antisymmetric, and its eigenspace at `T = 1` has
dimension one. -/
theorem idealWire_odd_at_one : idealWireᴴ * idealWire = 1 ∧ idealWireᵀ = -idealWire ∧
    finrank ℂ (channelSpace ((transmission idealWire)ᴴ * transmission idealWire) 1) = 1 := by
  refine ⟨?_, ?_, ?_⟩
  · ext i j
    rcases i with i | i <;> rcases j with j | j <;> fin_cases i <;> fin_cases j <;>
      simp [idealWire, Matrix.mul_apply, Fintype.sum_sum_type]
  · ext i j
    rcases i with i | i <;> rcases j with j | j <;> fin_cases i <;> fin_cases j <;>
      simp [idealWire]
  · have h : (transmission idealWire)ᴴ * transmission idealWire
        = ((1 : ℝ) : ℂ) • (1 : Matrix (Fin 1) (Fin 1) ℂ) := by
      ext i j
      fin_cases i
      fin_cases j
      simp [transmission, idealWire, Matrix.mul_apply]
    rw [h, finrank_channelSpace_scalar, Fintype.card_fin]

end

end SpinOrbitScattering
```

```lean
#print axioms SpinOrbitScattering.even_finrank_transmission
#print axioms SpinOrbitScattering.exists_perfect_channel
#print axioms SpinOrbitScattering.idealWire_odd_at_one
```

```
'SpinOrbitScattering.even_finrank_transmission' depends on axioms: [propext, Classical.choice, Quot.sound]
'SpinOrbitScattering.exists_perfect_channel' depends on axioms: [propext, Classical.choice, Quot.sound]
'SpinOrbitScattering.idealWire_odd_at_one' depends on axioms: [propext, Classical.choice, Quot.sound]
```
